# The structure factor vanishes at invariant reciprocal wavevectors where the symmetry's translation has a nontrivial phase

## Point charges, wavevectors and a symmetry operation

Finitely many real charges q_j sit at positions r_j in R^d. Their structure factor at the wavevector k is

S(k) = Σ_j q_j exp(i k·r_j).

The sign in the exponent is positive, and the factor 2π belongs to k. In a crystal the list holds the charges of one cell, and k is a reciprocal lattice vector.

A symmetry operation is a map x ↦ A x + t, where A is a real d × d matrix and t is a fixed translation. It carries charge j to an equal charge, whose label is s(j). The image may land in a neighbouring cell, so a displacement L_j brings it back to the listed position:

q_s(j) = q_j,

r_s(j) = A r_j + t + L_j.

Here s is a permutation of the labels. In a crystal the L_j are lattice vectors. The argument uses only one property of them, namely that k sees each as a whole number of turns:

k·L_j = 2π m_j, with m_j an integer.

## Which wavevectors are absent

Suppose that the operation leaves the wavevector invariant, Aᵀk = k. If k·t is not an integer multiple of 2π, then

S(k) = 0.

This is a systematic absence: it follows from the symmetry and holds whatever the values of the charges and the remaining free coordinates. The implication runs one way. When k·t is a multiple of 2π, this operation does not force S(k) to vanish, though S(k) may still vanish because of another symmetry operation or by accidental cancellation.

In an Ewald sum the reciprocal-space energy contains |S(k)|², so for a finite set of point charges at exactly symmetric positions the absent wavevectors contribute nothing to that energy. Thermal displacements that break the symmetry generally restore these terms.

## The phase relation between k and Aᵀk

Since s is a permutation, summing over s(j) is the same as summing over j:

S(k) = Σ_j q_s(j) exp(i k·r_s(j)).

The charges satisfy q_s(j) = q_j. For the positions,

k·r_s(j) = k·(A r_j) + k·t + k·L_j = (Aᵀk)·r_j + k·t + 2π m_j.

The last term contributes exp(2πi m_j) = 1. The factor exp(i k·t) is the same for every j and comes out of the sum:

S(k) = exp(i k·t) S(Aᵀk).

This holds without assuming that k is invariant. Because k·t is real, the phase factor has modulus one, and therefore

|S(Aᵀk)| = |S(k)|.

Now let Aᵀk = k. The phase relation becomes S(k) = exp(i k·t) S(k), or

(1 − exp(i k·t)) S(k) = 0.

If S(k) were non-zero, exp(i k·t) would equal 1, and k·t would be an integer multiple of 2π. When it is not, S(k) must vanish.

## Screw axes

In three dimensions, let A be a rotation by an angle θ about the z axis, and let the translation be a fraction of the axial period c:

t = (0, 0, p c/n),

with integers p and n, where n is positive. Consider the axial wavevector of harmonic l,

k = (0, 0, 2π l/c).

It lies along the rotation axis, so Aᵀk = k. If the z component of each L_j is c u_j for an integer u_j, then k·L_j = 2π l u_j, a whole number of turns as required. The translation has the phase

k·t = (2π l/c)(p c/n) = 2π p l/n.

This is 2π times an integer exactly when n divides p l. The harmonic l is therefore absent unless n divides p l. For a twofold screw with a shift of half a period, odd l are absent. For a fourfold screw with a shift of a quarter period, only multiples of four can survive.

## A glide line with two charges

In the plane, take two equal charges q at

r_0 = (x, y), r_1 = (x + 1/2, −y).

The period along the first axis is 1, and the glide operation reflects the second coordinate and shifts the first by 1/2. It sends r_0 to r_1 directly, so L_0 = (0, 0). It sends r_1 to (x + 1, y), which is one period beyond r_0, so L_1 = (−1, 0). The permutation exchanges the two labels.

For k = (2πh, 0) with integer h, the two phases are 2πhx and 2πhx + πh. Hence

S(k) = q exp(2πi h x) (1 + (−1)^h).

For odd h the bracket is 0. For even h it is 2, and S(k) = 2q exp(2πi h x), which is non-zero when q is non-zero. In this example the harmonics that the glide permits are all present.

## How the physics is expressed in Lean

The finite type `ι` labels the charges and the finite type `κ` labels the coordinates, so the dimension is the number of elements of `κ`. Positions are functions `r : ι → κ → ℝ`, and `r j` is the coordinate vector of charge j. The symbol `⬝ᵥ` is the dot product, and `*ᵥ` applies a matrix to a vector. `structureFactor q r k` is the complex number S(k), without any normalisation by volume or number of charges.

`IsSymmetry A t L s q r` is the pair of conditions on charges and positions given above, with `s : Equiv.Perm ι` as the permutation. `IsReciprocal k L` says that each k·L_j is 2π times an integer. No lattice is defined: the predicate tests k only against the displacements that actually occur. Nor is A required to be orthogonal, although the rotations and reflections of a crystal are orthogonal in Cartesian coordinates.

The main theorem, `systematic_absence`, takes these two conditions as `h` and `hL`. Its hypothesis `hk` is the invariance Aᵀk = k, and `ht` says that no integer n gives k·t = 2πn. The conclusion is `structureFactor q r k = 0`.

In `screw_axis_absence` the coordinates are numbered 0, 1, 2, so `L j 2` is the z component of L_j. The transverse components of the displacements are unrestricted, because an axial wavevector does not see them. The angle `θ` is also free in the statement; for an n-fold screw axis it is 2π/n. The requirement that the charges really have this symmetry is the hypothesis `h`, and the theorem does not construct such a set of charges.

For the glide line, `glide_witness` supplies an explicit configuration. It states that the pair satisfies the symmetry condition, that k = (2πh, 0) is reciprocal to the displacements, and that the reflection fixes k. `glide_absent_iff_odd` then gives the exact criterion for non-zero q.

The model concerns point charges at fixed positions. It contains no extended charge densities and no thermal averaging, and the convergence of an Ewald sum plays no part in it.

## The Lean file

```lean
import Mathlib

open Matrix
open scoped Real

namespace SystematicAbsences

noncomputable section

variable {ι κ : Type*} [Fintype ι] [Fintype κ]

/-- The structure factor `S(k) = ∑ j, q_j exp(i k·r_j)` of point charges `q_j` at `r_j`. -/
def structureFactor (q : ι → ℝ) (r : ι → κ → ℝ) (k : κ → ℝ) : ℂ :=
  ∑ j, (q j : ℂ) * Complex.exp (((k ⬝ᵥ r j : ℝ) : ℂ) * Complex.I)

/-- The operation `x ↦ A x + t` carries charge `j` to the equal charge `s j`, up to a
displacement `L j`. -/
def IsSymmetry (A : Matrix κ κ ℝ) (t : κ → ℝ) (L : ι → κ → ℝ) (s : Equiv.Perm ι)
    (q : ι → ℝ) (r : ι → κ → ℝ) : Prop :=
  (∀ j, q (s j) = q j) ∧ ∀ j, r (s j) = A *ᵥ r j + t + L j

/-- The wavevector `k` has a phase in `2πℤ` on each of the displacements `L j`. -/
def IsReciprocal (k : κ → ℝ) (L : ι → κ → ℝ) : Prop :=
  ∀ j, ∃ m : ℤ, k ⬝ᵥ L j = 2 * π * m

/-- If `k` is reciprocal to the displacements of a symmetry operation, the structure factor at `k`
is the one at `Aᵀ k` times the phase `exp(i k·t)` of the translation part. -/
theorem structureFactor_phase {A : Matrix κ κ ℝ} {t : κ → ℝ} {L : ι → κ → ℝ}
    {s : Equiv.Perm ι} {q : ι → ℝ} {r : ι → κ → ℝ} {k : κ → ℝ}
    (h : IsSymmetry A t L s q r) (hL : IsReciprocal k L) :
    structureFactor q r k =
      Complex.exp (((k ⬝ᵥ t : ℝ) : ℂ) * Complex.I) * structureFactor q r (Aᵀ *ᵥ k) := by
  unfold structureFactor
  -- relabel the charges by the permutation
  rw [← Equiv.sum_comp s
    (fun j => (q j : ℂ) * Complex.exp (((k ⬝ᵥ r j : ℝ) : ℂ) * Complex.I)), Finset.mul_sum]
  refine Finset.sum_congr rfl fun j _ => ?_
  obtain ⟨m, hm⟩ := hL j
  have hphase : k ⬝ᵥ r (s j) = (Aᵀ *ᵥ k) ⬝ᵥ r j + k ⬝ᵥ t + 2 * π * m := by
    rw [h.2 j, dotProduct_add, dotProduct_add, hm, Matrix.dotProduct_mulVec,
      Matrix.mulVec_transpose]
  have hsplit : (((Aᵀ *ᵥ k) ⬝ᵥ r j + k ⬝ᵥ t + 2 * π * m : ℝ) : ℂ) * Complex.I =
      ((k ⬝ᵥ t : ℝ) : ℂ) * Complex.I + (((Aᵀ *ᵥ k) ⬝ᵥ r j : ℝ) : ℂ) * Complex.I
        + m * (2 * π * Complex.I) := by
    push_cast
    ring
  -- the displacement contributes a whole number of turns
  rw [h.1 j, hphase, hsplit, Complex.exp_add, Complex.exp_int_mul_two_pi_mul_I, mul_one,
    Complex.exp_add]
  ring

/-- If `k` is reciprocal to the displacements of a symmetry operation with matrix `A`, the structure
factors at `k` and `Aᵀ k` have the same magnitude. -/
theorem norm_structureFactor_eq {A : Matrix κ κ ℝ} {t : κ → ℝ} {L : ι → κ → ℝ}
    {s : Equiv.Perm ι} {q : ι → ℝ} {r : ι → κ → ℝ} {k : κ → ℝ}
    (h : IsSymmetry A t L s q r) (hL : IsReciprocal k L) :
    ‖structureFactor q r (Aᵀ *ᵥ k)‖ = ‖structureFactor q r k‖ := by
  rw [structureFactor_phase h hL, norm_mul, Complex.norm_exp_ofReal_mul_I, one_mul]

/-- Systematic absence: let `k` be reciprocal to the displacements of a symmetry operation. If `Aᵀ k
= k` and the translation part has a phase `k·t` outside `2πℤ`, the structure factor at `k` vanishes.
-/
theorem systematic_absence {A : Matrix κ κ ℝ} {t : κ → ℝ} {L : ι → κ → ℝ}
    {s : Equiv.Perm ι} {q : ι → ℝ} {r : ι → κ → ℝ} {k : κ → ℝ}
    (h : IsSymmetry A t L s q r) (hL : IsReciprocal k L) (hk : Aᵀ *ᵥ k = k)
    (ht : ¬ ∃ n : ℤ, k ⬝ᵥ t = 2 * π * n) :
    structureFactor q r k = 0 := by
  have hS := structureFactor_phase h hL
  rw [hk] at hS
  by_contra hne
  -- a non-zero structure factor forces the phase factor to be one
  have h1 : Complex.exp (((k ⬝ᵥ t : ℝ) : ℂ) * Complex.I) = 1 :=
    mul_right_cancel₀ hne (by rw [one_mul]; exact hS.symm)
  obtain ⟨n, hn⟩ := Complex.exp_eq_one_iff.mp h1
  have h2 : ((k ⬝ᵥ t : ℝ) : ℂ) = ((2 * π * n : ℝ) : ℂ) :=
    mul_right_cancel₀ Complex.I_ne_zero (by rw [hn]; push_cast; ring)
  exact ht ⟨n, Complex.ofReal_injective h2⟩

/-- Rotation by the angle `θ` about the third axis. -/
def axialRotation (θ : ℝ) : Matrix (Fin 3) (Fin 3) ℝ :=
  !![Real.cos θ, -Real.sin θ, 0; Real.sin θ, Real.cos θ, 0; 0, 0, 1]

/-- Screw axis: for a rotation about the third axis combined with a shift `p c / n` along it,
where `c` is the axial period, the axial harmonic `l` is absent unless `n` divides `p l`. -/
theorem screw_axis_absence {θ c : ℝ} {n : ℕ} {p l : ℤ} {L : ι → Fin 3 → ℝ}
    {s : Equiv.Perm ι} {q : ι → ℝ} {r : ι → Fin 3 → ℝ} (hc : c ≠ 0) (hn : n ≠ 0)
    (h : IsSymmetry (axialRotation θ) ![0, 0, p * c / n] L s q r)
    (hL : ∀ j, ∃ m : ℤ, L j 2 = c * m) (hl : ¬ (n : ℤ) ∣ p * l) :
    structureFactor q r ![0, 0, 2 * π * l / c] = 0 := by
  have hn' : (n : ℝ) ≠ 0 := Nat.cast_ne_zero.mpr hn
  have e : ∀ (a : ℝ) (v : Fin 3 → ℝ), ![0, 0, a] ⬝ᵥ v = a * v 2 := by
    intro a v
    simp [dotProduct, Fin.sum_univ_three]
  refine systematic_absence h ?_ ?_ ?_
  · intro j
    obtain ⟨m, hm⟩ := hL j
    refine ⟨l * m, ?_⟩
    rw [e, hm]
    push_cast
    field_simp
  · -- an axial wavevector is unchanged by the rotation
    ext i
    fin_cases i <;> simp [axialRotation, Matrix.mulVec, dotProduct, Fin.sum_univ_three]
  · rintro ⟨m, hm⟩
    have hv : (![0, 0, p * c / n] : Fin 3 → ℝ) 2 = p * c / n := rfl
    rw [e, hv] at hm
    have h3 : (2 * π) * ((p : ℝ) * l) = (2 * π) * (n * m) := by
      calc (2 * π) * ((p : ℝ) * l) = (2 * π * l / c * (p * c / n)) * n := by field_simp
        _ = (2 * π) * (n * m) := by rw [hm]; ring
    have h4 := mul_left_cancel₀ (mul_ne_zero two_ne_zero Real.pi_ne_zero) h3
    exact hl ⟨m, by exact_mod_cast h4⟩

/-- Two sites in the plane: `(x, y)` and its glide image `(x + 1/2, -y)`. -/
def glidePair (x y : ℝ) : Fin 2 → Fin 2 → ℝ := ![![x, y], ![x + 1 / 2, -y]]

/-- The displacements that close the glide operation on the pair of sites. -/
def glideShift : Fin 2 → Fin 2 → ℝ := ![![0, 0], ![-1, 0]]

/-- Equal charges on the glide pair are symmetric under reflection plus half a period, and
the wavevectors `(2πh, 0)` are reciprocal to the displacements and fixed by the reflection. -/
theorem glide_witness (q x y : ℝ) (h : ℤ) :
    IsSymmetry !![1, 0; 0, -1] ![1 / 2, 0] glideShift (Equiv.swap 0 1)
      (fun _ => q) (glidePair x y) ∧
    IsReciprocal ![2 * π * h, 0] glideShift ∧
    (!![1, 0; 0, -1] : Matrix (Fin 2) (Fin 2) ℝ)ᵀ *ᵥ ![2 * π * h, 0] = ![2 * π * h, 0] := by
  refine ⟨⟨fun _ => rfl, ?_⟩, ?_, ?_⟩
  · -- the reflection reverses the second coordinate
    have hA : ∀ v : Fin 2 → ℝ,
        (!![1, 0; 0, -1] : Matrix (Fin 2) (Fin 2) ℝ) *ᵥ v = ![v 0, -v 1] := by
      intro v
      ext i
      fin_cases i <;> simp [Matrix.mulVec, dotProduct, Fin.sum_univ_two]
    rw [Fin.forall_fin_two, Equiv.swap_apply_left, Equiv.swap_apply_right, hA, hA]
    constructor <;> ext i <;> fin_cases i <;> simp [glidePair, glideShift]
    ring
  · unfold IsReciprocal
    rw [Fin.forall_fin_two]
    exact ⟨⟨0, by simp [glideShift, dotProduct, Fin.sum_univ_two]⟩,
      ⟨-h, by simp [glideShift, dotProduct, Fin.sum_univ_two]⟩⟩
  · ext i
    fin_cases i <;> simp [Matrix.mulVec, dotProduct, Fin.sum_univ_two]

/-- For two equal non-zero charges on the glide pair, the harmonic `h` along the glide
direction vanishes exactly when `h` is odd. -/
theorem glide_absent_iff_odd {q : ℝ} (hq : q ≠ 0) (x y : ℝ) (h : ℤ) :
    structureFactor (fun _ => q) (glidePair x y) ![2 * π * h, 0] = 0 ↔ Odd h := by
  have e0 : ![2 * π * h, 0] ⬝ᵥ glidePair x y 0 = 2 * π * h * x := by
    simp [glidePair, dotProduct, Fin.sum_univ_two]
  have e1 : ![2 * π * h, 0] ⬝ᵥ glidePair x y 1 = 2 * π * h * x + π * h := by
    simp [glidePair, dotProduct, Fin.sum_univ_two]
    ring
  -- half a period turns the phase by `π h`
  have e2 : Complex.exp (((2 * π * h * x + π * h : ℝ) : ℂ) * Complex.I) =
      Complex.exp (((2 * π * h * x : ℝ) : ℂ) * Complex.I) * (-1) ^ h := by
    have : ((2 * π * h * x + π * h : ℝ) : ℂ) * Complex.I =
        ((2 * π * h * x : ℝ) : ℂ) * Complex.I + h * (π * Complex.I) := by
      push_cast
      ring
    rw [this, Complex.exp_add, Complex.exp_int_mul, Complex.exp_pi_mul_I]
  have hS : structureFactor (fun _ => q) (glidePair x y) ![2 * π * h, 0] =
      (q : ℂ) * Complex.exp (((2 * π * h * x : ℝ) : ℂ) * Complex.I) * (1 + (-1) ^ h) := by
    unfold structureFactor
    rw [Fin.sum_univ_two, e0, e1, e2]
    ring
  rw [hS]
  constructor
  · intro h0
    by_contra ho
    rw [Int.not_odd_iff_even] at ho
    rw [ho.neg_one_zpow] at h0
    exact mul_ne_zero (mul_ne_zero (Complex.ofReal_ne_zero.mpr hq) (Complex.exp_ne_zero _))
      (by norm_num) h0
  · intro ho
    rw [ho.neg_one_zpow]
    ring

end

end SystematicAbsences
```

```lean
#print axioms SystematicAbsences.structureFactor_phase
#print axioms SystematicAbsences.norm_structureFactor_eq
#print axioms SystematicAbsences.screw_axis_absence
#print axioms SystematicAbsences.glide_absent_iff_odd
```

```
'SystematicAbsences.structureFactor_phase' depends on axioms: [propext, Classical.choice, Quot.sound]
'SystematicAbsences.norm_structureFactor_eq' depends on axioms: [propext, Classical.choice, Quot.sound]
'SystematicAbsences.screw_axis_absence' depends on axioms: [propext, Classical.choice, Quot.sound]
'SystematicAbsences.glide_absent_iff_odd' depends on axioms: [propext, Classical.choice, Quot.sound]
```

## Relabelling the sum and extracting the phase

The proof of `structureFactor_phase` follows the derivation by hand. `Equiv.sum_comp s` relabels the sum on the left by the permutation, and `Finset.mul_sum` moves the common phase on the right inside its sum. `Finset.sum_congr` then reduces the claim to one equation for each charge.

For a given j, `hphase` expands k·r_s(j) into its three contributions. The step from k·(A r_j) to (Aᵀk)·r_j uses `Matrix.dotProduct_mulVec` and `Matrix.mulVec_transpose`. `hsplit` arranges the exponent as a sum in which the displacement appears as an integer times 2πi, and `Complex.exp_int_mul_two_pi_mul_I` replaces its exponential by 1.

`norm_structureFactor_eq` takes the modulus of this relation. The phase factor has modulus one by `Complex.norm_exp_ofReal_mul_I`, which applies because k·t is real.

## From a non-zero amplitude to a whole number of turns

In `systematic_absence`, rewriting with `hk` turns the phase relation into S(k) = exp(i k·t) S(k). The proof assumes that S(k) is non-zero and cancels it with `mul_right_cancel₀`, which leaves exp(i k·t) = 1. `Complex.exp_eq_one_iff` supplies an integer n with i k·t = n · 2πi.

This equation is between complex numbers, while `ht` speaks of real ones. The proof cancels the imaginary unit and uses `Complex.ofReal_injective` to return to k·t = 2πn over the reals, which contradicts `ht`.

## Checking the screw and glide examples

`screw_axis_absence` applies the main theorem and has three conditions left to verify. The helper `e` says that the dot product of an axial vector with any v involves only the third component of v. With it, the first condition follows from the integer l u_j, written `l * m` in the code. The second, invariance of k, is checked component by component.

For the third, suppose that k·t = 2πm for some integer m. Multiplying by n gives 2π p l = 2π n m, which is `h3`. Cancelling 2π and passing from real numbers back to integers yields p l = n m, so n divides p l, against the hypothesis `hl`.

`glide_witness` checks the two sites separately. `hA` records that the matrix reverses the second coordinate, and the displacement condition is met with the integers 0 and −h.

In `glide_absent_iff_odd`, `e0` and `e1` compute the two phases, and `e2` turns the additional πh into the factor (−1)^h. `hS` is the factorised form of S(k) found above. If S(k) = 0 and h were even, the product of q, an exponential and 2 would be zero, which is impossible for non-zero q. If h is odd, the bracket vanishes and so does S(k).
